# Frozen-orbital excitation energies of two electrons: e_a − e_i − J_ia + 2K_ia and e_a − e_i − J_ia

Take two electrons with Hamiltonian H = h(1) + h(2) + g, where h acts on one electron and the interaction g treats both alike. Let i and a be orthonormal orbitals, with Coulomb integral J_ia and exchange integral K_ia. The orbital energies in the field of the doubly occupied i are e_i = h_ii + J_ii and e_a = h_aa + 2J_ia − K_ia.

I know the claim that, relative to the state ii, the normalized symmetric product of i and a has energy e_a − e_i − J_ia + 2K_ia, and the antisymmetric one e_a − e_i − J_ia. I would like to see this derived in full and checked in Lean. Are real orbitals and real symmetric matrices needed?

## Orbitals, integrals and orbital energies

They are not needed: complex orbitals and matrices work equally well. Write |pq⟩ for the product with electron 1 in p and electron 2 in q, and conjugate the left-hand function in every matrix element. Then

h_pq = ⟨p|h|q⟩, J_pq = ⟨pq|g|pq⟩, K_pq = ⟨pq|g|qp⟩.

The closed-shell Fock form built from i is

F_pq = h_pq + 2⟨ip|g|iq⟩ − ⟨ip|g|qi⟩,

and the orbital energies are its diagonal elements, e_p = F_pp. For p = i the exchange term equals the Coulomb term, so e_i = h_ii + 2J_ii − J_ii = h_ii + J_ii. The two open-shell functions are

|S⟩ = (|ia⟩ + |ai⟩)/√2, |A⟩ = (|ia⟩ − |ai⟩)/√2.

With spin added, S is the spatial part of a singlet and A that of a triplet.

## The energies of ii, S and A

A one-electron operator leaves the other electron's overlap as a factor, so

⟨pq|H|rs⟩ = h_pr ⟨q|s⟩ + ⟨p|r⟩ h_qs + ⟨pq|g|rs⟩.

For the closed shell this gives

E(ii) = 2h_ii + J_ii.

For the open-shell functions, orthonormality gives

⟨ia|H|ia⟩ = h_ii + h_aa + ⟨ia|g|ia⟩

⟨ai|H|ai⟩ = h_aa + h_ii + ⟨ai|g|ai⟩

⟨ia|H|ai⟩ = ⟨ia|g|ai⟩

⟨ai|H|ia⟩ = ⟨ai|g|ia⟩.

Exchanging the electron labels on both sides leaves g unchanged. Hence ⟨ai|g|ai⟩ = ⟨ia|g|ia⟩ = J_ia and ⟨ai|g|ia⟩ = ⟨ia|g|ai⟩ = K_ia. Each expectation value is half the sum of the direct terms, plus or minus half the sum of the cross terms:

E(S) = h_ii + h_aa + J_ia + K_ia

E(A) = h_ii + h_aa + J_ia − K_ia.

Now substitute h_aa = e_a − 2J_ia + K_ia and h_ii + J_ii = e_i:

E(S) − E(ii) = h_aa − (h_ii + J_ii) + J_ia + K_ia = e_a − e_i − J_ia + 2K_ia

E(A) − E(ii) = h_aa − (h_ii + J_ii) + J_ia − K_ia = e_a − e_i − J_ia.

The norms are ⟨S|S⟩ = ⟨A|A⟩ = (1 + 1)/2 = 1, since the cross overlaps vanish.

Removing one electron from ii while keeping i fixed costs

h_ii − E(ii) = −(h_ii + J_ii) = −e_i.

This is Koopmans' relation for a two-electron closed shell; general N-electron determinants are not treated.

The same rule gives the coupling of ii to the open-shell functions. Both ⟨ii|H|ia⟩ and ⟨ii|H|ai⟩ equal h_ia + ⟨ii|g|ia⟩, which is F_ia because the two interaction integrals in F_ia coincide. Therefore

⟨ii|H|S⟩ = 2F_ia/√2 = √2 F_ia, ⟨ii|H|A⟩ = 0.

## One site, two sites and no interaction

On a single site, h and g are numbers h and U. With a normalized i, e_i = h + U and the removal cost is h − (2h + U) = −e_i. No second orthonormal orbital exists there, so the excitation formulas first apply on two sites.

For unit on-site repulsion on two sites, take i = (3/5, 4/5) and a = (4/5, −3/5). Then J_ia = K_ia = 288/625 and J_ii = 337/625. If h = 0, the energies relative to ii are 239/625 for S and −337/625 for A, so a state with an electron in a need not lie above ii. If instead g = 0, both differences reduce to h_aa − h_ii.

## How the Lean statements encode the model

An orbital is a vector `n → ℂ` over a finite index type, and a two-electron function lives on `n × n`. The overlap is `star i ⬝ᵥ a`, so the underlying basis is taken to be orthonormal. `pair p q` is |pq⟩, `braket` is the matrix element, and `hamiltonian h g` is h ⊗ 1 + 1 ⊗ h + g. The definitions `coulomb`, `exchange`, `fock` and `orbitalEnergy` follow the formulas above, with i as the first orbital argument of the last two.

`SwapInvariant g` says that g is unchanged when the electron labels are exchanged in both its row and its column index, as the interaction of identical particles requires. `OrthonormalPair i a` contains the two norms and the orthogonality. The main theorem, `excitation_energies`, assumes only these two conditions and states both energy differences.

Hermiticity is not assumed, so the identities hold between complex numbers; for Hermitian h and g they are identities between real energies. Nor must i solve the Hartree–Fock equations: e_i and e_a are diagonal elements, not necessarily eigenvalues. Spin and orbital relaxation are absent, and the energies are expectation values in ii, S and A, without mixing among these or with further configurations.

In electronic structure, the formulas show how an orbital-energy gap differs from the frozen-orbital estimate of a singlet or triplet excitation energy, here for two electrons in a finite basis.

```lean
import Mathlib

open Matrix
open scoped Kronecker

namespace KoopmansTwoElectron

noncomputable section

variable {m n : Type*} [Fintype m] [Fintype n] [DecidableEq n]

/-- The matrix element `⟨u|A|v⟩`. -/
def braket (A : Matrix m m ℂ) (u v : m → ℂ) : ℂ := star u ⬝ᵥ (A *ᵥ v)

/-- The product function with electron 1 in orbital `p` and electron 2 in orbital `q`. -/
def pair {n : Type*} (p q : n → ℂ) : n × n → ℂ := fun x => p x.1 * q x.2

/-- The two-electron Hamiltonian `h(1) + h(2) + g`. -/
def hamiltonian (h : Matrix n n ℂ) (g : Matrix (n × n) (n × n) ℂ) :
    Matrix (n × n) (n × n) ℂ := h ⊗ₖ 1 + 1 ⊗ₖ h + g

/-- The interaction is unchanged when the two electrons are exchanged. -/
def SwapInvariant {n : Type*} (g : Matrix (n × n) (n × n) ℂ) : Prop :=
  ∀ x y, g x.swap y.swap = g x y

/-- The orbitals `i` and `a` are normalized and mutually orthogonal. -/
def OrthonormalPair (i a : n → ℂ) : Prop :=
  star i ⬝ᵥ i = 1 ∧ star a ⬝ᵥ a = 1 ∧ star i ⬝ᵥ a = 0

/-- The Coulomb integral `J_pq = ⟨pq|g|pq⟩`. -/
def coulomb (g : Matrix (n × n) (n × n) ℂ) (p q : n → ℂ) : ℂ :=
  braket g (pair p q) (pair p q)

/-- The exchange integral `K_pq = ⟨pq|g|qp⟩`. -/
def exchange (g : Matrix (n × n) (n × n) ℂ) (p q : n → ℂ) : ℂ :=
  braket g (pair p q) (pair q p)

/-- The element `F_pq = h_pq + 2⟨ip|g|iq⟩ - ⟨ip|g|qi⟩` of the Fock operator
built from the doubly occupied orbital `i`. -/
def fock (h : Matrix n n ℂ) (g : Matrix (n × n) (n × n) ℂ) (i p q : n → ℂ) : ℂ :=
  braket h p q + 2 * braket g (pair i p) (pair i q) - braket g (pair i p) (pair q i)

/-- The orbital energy `e_p = F_pp = h_pp + 2 J_ip - K_ip`. -/
def orbitalEnergy (h : Matrix n n ℂ) (g : Matrix (n × n) (n × n) ℂ) (i p : n → ℂ) : ℂ :=
  fock h g i p p

/-- The normalization factor `1/√2`. -/
def invSqrtTwo : ℂ := ((1 / Real.sqrt 2 : ℝ) : ℂ)

/-- The symmetric product `(ia + ai)/√2`. -/
def symState {n : Type*} (i a : n → ℂ) : n × n → ℂ := invSqrtTwo • (pair i a + pair a i)

/-- The antisymmetric product `(ia - ai)/√2`. -/
def antiState {n : Type*} (i a : n → ℂ) : n × n → ℂ := invSqrtTwo • (pair i a - pair a i)

/-- The factor `1/√2` is real, its square is `1/2`, and its double is `√2`. -/
theorem invSqrtTwo_facts : star invSqrtTwo = invSqrtTwo ∧
    invSqrtTwo * invSqrtTwo = 1 / 2 ∧ 2 * invSqrtTwo = ((Real.sqrt 2 : ℝ) : ℂ) := by
  have h1 : (1 / Real.sqrt 2) * (1 / Real.sqrt 2) = (1 / 2 : ℝ) := by
    rw [div_mul_div_comm, Real.mul_self_sqrt (by norm_num)]
    norm_num
  have h2 : 2 * (1 / Real.sqrt 2) = Real.sqrt 2 := by
    rw [mul_one_div, div_eq_iff (by positivity), Real.mul_self_sqrt (by norm_num)]
  refine ⟨Complex.conj_ofReal _, ?_, ?_⟩
  · rw [invSqrtTwo, ← Complex.ofReal_mul, h1]
    norm_num
  · rw [invSqrtTwo]
    exact_mod_cast h2

omit [DecidableEq n] in
/-- Expectation values in the symmetric and antisymmetric states, expanded in
direct and cross terms between the two orbital products. -/
theorem braket_openShell (A : Matrix (n × n) (n × n) ℂ) (i a : n → ℂ) :
    braket A (symState i a) (symState i a) =
      1 / 2 * (braket A (pair i a) (pair i a) + braket A (pair i a) (pair a i)
        + braket A (pair a i) (pair i a) + braket A (pair a i) (pair a i)) ∧
    braket A (antiState i a) (antiState i a) =
      1 / 2 * (braket A (pair i a) (pair i a) - braket A (pair i a) (pair a i)
        - braket A (pair a i) (pair i a) + braket A (pair a i) (pair a i)) := by
  obtain ⟨hc, hsq, -⟩ := invSqrtTwo_facts
  constructor
  · simp only [braket, symState, star_smul, star_add, hc, Matrix.mulVec_smul,
      Matrix.mulVec_add, smul_dotProduct, dotProduct_smul, add_dotProduct,
      dotProduct_add, smul_eq_mul]
    rw [← mul_add, ← mul_assoc, hsq]
    ring
  · simp only [braket, antiState, star_smul, star_sub, hc, Matrix.mulVec_smul,
      Matrix.mulVec_sub, smul_dotProduct, dotProduct_smul, sub_dotProduct,
      dotProduct_sub, smul_eq_mul]
    rw [← mul_sub, ← mul_assoc, hsq]
    ring

omit [DecidableEq n] in
/-- Matrix elements of `A(1) B(2)` between orbital products factorize. -/
theorem braket_kronecker (A B : Matrix n n ℂ) (p q r s : n → ℂ) :
    braket (A ⊗ₖ B) (pair p q) (pair r s) = braket A p r * braket B q s := by
  have hm : (A ⊗ₖ B) *ᵥ pair r s = pair (A *ᵥ r) (B *ᵥ s) := by
    ext ⟨x, y⟩
    simp only [Matrix.mulVec, dotProduct, pair, Matrix.kroneckerMap_apply,
      Fintype.sum_prod_type, Finset.sum_mul_sum]
    exact Finset.sum_congr rfl fun _ _ => Finset.sum_congr rfl fun _ _ => by ring
  simp only [braket, hm]
  simp only [dotProduct, pair, Pi.star_apply, star_mul', Fintype.sum_prod_type,
    Finset.sum_mul_sum]
  exact Finset.sum_congr rfl fun _ _ => Finset.sum_congr rfl fun _ _ => by ring

/-- The Hamiltonian between two orbital products: one-electron elements times
overlaps, plus the interaction integral. -/
theorem hamiltonian_pair (h : Matrix n n ℂ) (g : Matrix (n × n) (n × n) ℂ)
    (p q r s : n → ℂ) :
    braket (hamiltonian h g) (pair p q) (pair r s) =
      braket h p r * (star q ⬝ᵥ s) + (star p ⬝ᵥ r) * braket h q s
        + braket g (pair p q) (pair r s) := by
  have h1 := braket_kronecker h 1 p q r s
  have h2 := braket_kronecker 1 h p q r s
  simp only [braket, Matrix.one_mulVec] at h1 h2
  simp only [hamiltonian, braket, Matrix.add_mulVec, dotProduct_add]
  rw [h1, h2]

omit [DecidableEq n] in
/-- Relabelling the electrons on both sides leaves an interaction integral unchanged. -/
theorem braket_swap {g : Matrix (n × n) (n × n) ℂ} (hg : SwapInvariant g)
    (p q r s : n → ℂ) :
    braket g (pair q p) (pair s r) = braket g (pair p q) (pair r s) := by
  simp only [braket, dotProduct, Matrix.mulVec]
  refine Fintype.sum_equiv (Equiv.prodComm n n) _ _ fun x => ?_
  have inner : ∑ y, g x y * pair s r y = ∑ y, g x.swap y * pair r s y := by
    refine Fintype.sum_equiv (Equiv.prodComm n n) _ _ fun y => ?_
    change g x y * (s y.1 * r y.2) = g x.swap y.swap * (r y.2 * s y.1)
    rw [hg, mul_comm (s y.1)]
  change star (q x.1 * p x.2) * ∑ y, g x y * pair s r y =
    star (p x.2 * q x.1) * ∑ y, g x.swap y * pair r s y
  rw [inner, mul_comm (q x.1)]

/-- For orthonormal orbitals the symmetric and antisymmetric products have norm one. -/
theorem openShell_normalized {i a : n → ℂ} (ho : OrthonormalPair i a) :
    star (symState i a) ⬝ᵥ symState i a = 1 ∧
    star (antiState i a) ⬝ᵥ antiState i a = 1 := by
  obtain ⟨hi, ha, hia⟩ := ho
  have hai : star a ⬝ᵥ i = 0 := by rw [Matrix.star_dotProduct, hia, star_zero]
  have one : ∀ u : n × n → ℂ, star u ⬝ᵥ u = braket 1 u u := fun u => by
    simp only [braket, Matrix.one_mulVec]
  have pr : ∀ p q r s : n → ℂ, braket 1 (pair p q) (pair r s) =
      (star p ⬝ᵥ r) * (star q ⬝ᵥ s) := fun p q r s => by
    simpa only [Matrix.one_kronecker_one, braket, Matrix.one_mulVec] using
      braket_kronecker (1 : Matrix n n ℂ) 1 p q r s
  rw [one (symState i a), one (antiState i a), (braket_openShell 1 i a).1,
    (braket_openShell 1 i a).2]
  simp only [pr, hi, ha, hia, hai]
  norm_num

/-- Koopmans' theorem for two electrons in a normalized orbital `i`: `e_i = h_ii + J_ii`,
and removing one electron with the orbital kept frozen costs `-e_i`. -/
theorem koopmans_ionization (h : Matrix n n ℂ) (g : Matrix (n × n) (n × n) ℂ)
    {i : n → ℂ} (hi : star i ⬝ᵥ i = 1) :
    orbitalEnergy h g i i = braket h i i + coulomb g i i ∧
    braket h i i - braket (hamiltonian h g) (pair i i) (pair i i) =
      -orbitalEnergy h g i i := by
  simp only [hamiltonian_pair, hi, orbitalEnergy, fock, coulomb]
  constructor <;> ring

/-- The symmetric and antisymmetric products of `i` and `a` have energies
`e_a - e_i - J_ia + 2 K_ia` and `e_a - e_i - J_ia` relative to the doubly occupied `ii`. -/
theorem excitation_energies (h : Matrix n n ℂ) {g : Matrix (n × n) (n × n) ℂ}
    (hg : SwapInvariant g) {i a : n → ℂ} (ho : OrthonormalPair i a) :
    braket (hamiltonian h g) (symState i a) (symState i a)
        - braket (hamiltonian h g) (pair i i) (pair i i) =
      orbitalEnergy h g i a - orbitalEnergy h g i i - coulomb g i a + 2 * exchange g i a ∧
    braket (hamiltonian h g) (antiState i a) (antiState i a)
        - braket (hamiltonian h g) (pair i i) (pair i i) =
      orbitalEnergy h g i a - orbitalEnergy h g i i - coulomb g i a := by
  obtain ⟨hi, ha, hia⟩ := ho
  have hai : star a ⬝ᵥ i = 0 := by rw [Matrix.star_dotProduct, hia, star_zero]
  -- the two direct terms agree, and so do the two exchange terms
  have hJ := braket_swap hg i a i a
  have hK := braket_swap hg i a a i
  rw [(braket_openShell _ i a).1, (braket_openShell _ i a).2]
  simp only [hamiltonian_pair, hi, ha, hia, hai, orbitalEnergy, fock, coulomb, exchange]
  constructor
  · linear_combination (1 / 2) * hJ + (1 / 2) * hK
  · linear_combination (1 / 2) * hJ - (1 / 2) * hK

/-- The doubly occupied `ii` couples to the symmetric state through `√2 F_ia`
and does not couple to the antisymmetric state. -/
theorem closedShell_coupling (h : Matrix n n ℂ) {g : Matrix (n × n) (n × n) ℂ}
    (hg : SwapInvariant g) {i a : n → ℂ} (hi : star i ⬝ᵥ i = 1) (hia : star i ⬝ᵥ a = 0) :
    braket (hamiltonian h g) (pair i i) (symState i a) =
      ((Real.sqrt 2 : ℝ) : ℂ) * fock h g i i a ∧
    braket (hamiltonian h g) (pair i i) (antiState i a) = 0 := by
  have hS := braket_swap hg i i i a
  have e1 : braket (hamiltonian h g) (pair i i) (symState i a) =
      invSqrtTwo * (braket (hamiltonian h g) (pair i i) (pair i a)
        + braket (hamiltonian h g) (pair i i) (pair a i)) := by
    simp only [braket, symState, Matrix.mulVec_smul, Matrix.mulVec_add, dotProduct_smul,
      dotProduct_add, smul_eq_mul]
  have e2 : braket (hamiltonian h g) (pair i i) (antiState i a) =
      invSqrtTwo * (braket (hamiltonian h g) (pair i i) (pair i a)
        - braket (hamiltonian h g) (pair i i) (pair a i)) := by
    simp only [braket, antiState, Matrix.mulVec_smul, Matrix.mulVec_sub, dotProduct_smul,
      dotProduct_sub, smul_eq_mul]
  rw [e1, e2]
  simp only [hamiltonian_pair, fock, hi, hia, hS]
  constructor
  · linear_combination (braket h i a + braket g (pair i i) (pair i a)) * invSqrtTwo_facts.2.2
  · ring

/-- Unit repulsion between two electrons on the same one of two sites. -/
def onSite : Matrix (Fin 2 × Fin 2) (Fin 2 × Fin 2) ℂ :=
  Matrix.of fun x y => if x = y ∧ x.1 = x.2 then 1 else 0

/-- On-site repulsion is swap-invariant, and the orbitals `(3/5, 4/5)` and `(4/5, -3/5)`
are orthonormal with exchange integral `288/625`. -/
theorem excitation_energies_witness :
    SwapInvariant onSite ∧ OrthonormalPair ![3 / 5, 4 / 5] ![4 / 5, -3 / 5] ∧
    exchange onSite ![3 / 5, 4 / 5] ![4 / 5, -3 / 5] = 288 / 625 := by
  -- the numerals in the orbitals are real
  have h3 : (starRingEnd ℂ) 3 = 3 := Complex.conj_eq_iff_im.mpr (by simp)
  have h4 : (starRingEnd ℂ) 4 = 4 := Complex.conj_eq_iff_im.mpr (by simp)
  have h5 : (starRingEnd ℂ) 5 = 5 := Complex.conj_eq_iff_im.mpr (by simp)
  refine ⟨?_, ⟨?_, ?_, ?_⟩, ?_⟩
  · rintro ⟨x, y⟩ ⟨z, w⟩
    fin_cases x <;> fin_cases y <;> fin_cases z <;> fin_cases w <;> simp [onSite]
  · norm_num [dotProduct, Fin.sum_univ_two, h3, h4, h5]
  · norm_num [dotProduct, Fin.sum_univ_two, h3, h4, h5]
  · norm_num [dotProduct, Fin.sum_univ_two, h3, h4, h5]
  · norm_num [exchange, braket, pair, onSite, dotProduct, Matrix.mulVec,
      Fintype.sum_prod_type, Fin.sum_univ_two, h3, h4, h5]

end

end KoopmansTwoElectron
```

```lean
#print axioms KoopmansTwoElectron.openShell_normalized
-- 'KoopmansTwoElectron.openShell_normalized' depends on axioms: [propext, Classical.choice, Quot.sound]
#print axioms KoopmansTwoElectron.koopmans_ionization
-- 'KoopmansTwoElectron.koopmans_ionization' depends on axioms: [propext, Classical.choice, Quot.sound]
#print axioms KoopmansTwoElectron.excitation_energies
-- 'KoopmansTwoElectron.excitation_energies' depends on axioms: [propext, Classical.choice, Quot.sound]
#print axioms KoopmansTwoElectron.closedShell_coupling
-- 'KoopmansTwoElectron.closedShell_coupling' depends on axioms: [propext, Classical.choice, Quot.sound]
```

## From Kronecker products to the energy differences

`braket_kronecker` proves that A(1)B(2) factorizes between orbital products, by writing the matrix elements as double sums and rearranging them. `hamiltonian_pair` applies it to h ⊗ 1 and 1 ⊗ h, which yields the rule for ⟨pq|H|rs⟩.

`braket_swap` is the relabelling step. It reindexes the row sum and the column sum by exchanging the two electrons, then uses the invariance of g.

`invSqrtTwo_facts` supplies the arithmetic of 1/√2, and `braket_openShell` expands the expectation values in S and A into direct and cross terms for any matrix. With the identity matrix, this expansion also gives the norms in `openShell_normalized`.

In `excitation_energies`, the expansion is applied to H, and `simp only` inserts the matrix-element rule, the overlaps and the definitions. The hypotheses `hJ` and `hK` equate the two Coulomb terms and the two exchange terms. Each `linear_combination` then adds half of `hJ` and adds or subtracts half of `hK`, matching the signs in E(S) and E(A).

`koopmans_ionization` needs only the norm of i and closes with `ring`. `closedShell_coupling` expands the right-hand state, identifies the two interaction integrals through `hS`, and uses 2/√2 = √2 for the symmetric case; in the antisymmetric case the terms cancel.

Finally, `excitation_energies_witness` checks the swap invariance of the two-site repulsion entry by entry, and evaluates the finite sums for the orthonormality of the two orbitals and for K_ia = 288/625. The main theorem's hypotheses are thus met by an example with nonzero exchange.
